# With first-order Methfessel-Paxton smearing, two distinct levels at least √(3/2) widths above the chemical potential have a positive response coefficient

The sum-over-states form of static linear response for a metal multiplies each matrix element \(V_{ij}\) of the perturbation between levels of different energy by \((f_i-f_j)/(\varepsilon_i-\varepsilon_j)\), where \(\varepsilon_i\) are the unperturbed levels and \(f_i\) their occupations. A solver that treats these factors as never positive relies on the smearing. A nonnegative broadening justifies the assumption; first-order Methfessel-Paxton broadening does not. This is shown here for finitely many non-interacting levels at fixed chemical potential.

```lean
import Mathlib

open Matrix

namespace MethfesselPaxtonResponse

noncomputable section

variable {n : Type*} [Fintype n]
```

The finite type `n` labels the eigenstates.

```lean
/-- The first-order Methfessel-Paxton broadening of the delta function. Energies are measured
from the chemical potential in units of the smearing width. -/
def mpDelta (x : ℝ) : ℝ := (3 / 2 - x ^ 2) * Real.exp (-x ^ 2) / √Real.pi
```

A `def` introduces a function, here
\[
d(x)=\frac{(3/2-x^2)\,e^{-x^2}}{\sqrt\pi}.
\]
The energy \(x\) is measured from the chemical potential in units of the smearing width. The kernel is negative exactly when \(|x|>\sqrt{3/2}\).

```lean
/-- The response coefficient of two levels `a` and `b` with occupation function `f`: the
difference quotient of `f` for distinct levels, and the derivative of `f` for equal ones. -/
def responseCoeff (f : ℝ → ℝ) (a b : ℝ) : ℝ :=
  if a = b then deriv f a else (f a - f b) / (a - b)
```

Write \(R(a,b)\) for `responseCoeff f a b`. It is \((f(a)-f(b))/(a-b)\) for \(a\ne b\), and \(f'(a)\) for \(a=b\).

```lean
/-- The first-order change of the density matrix under a perturbation `V`, in the eigenbasis of
the unperturbed Hamiltonian with levels `ε`, at fixed chemical potential. -/
def densityResponse (f : ℝ → ℝ) (ε : n → ℝ) (V : Matrix n n ℂ) : Matrix n n ℂ :=
  Matrix.of fun i j => (responseCoeff f (ε i) (ε j) : ℂ) * V i j
```

In the unperturbed eigenbasis, the first-order density matrix is \(\delta\rho_{ij}=R(\varepsilon_i,\varepsilon_j)V_{ij}\). There is no shift of the chemical potential and no self-consistent change of \(V\).

```lean
/-- The quadratic form of the independent-particle susceptibility: the first-order change of the
density matrix, traced against the perturbation that causes it, with the real part taken. -/
def chi0Form (f : ℝ → ℝ) (ε : n → ℝ) (V : Matrix n n ℂ) : ℝ :=
  (Matrix.trace (densityResponse f ε V * V)).re
```

The susceptibility form is \(\chi_0[V]=\operatorname{Re}\operatorname{Tr}(\delta\rho\,V)\), without a spin factor. Here \(V\) may be any matrix in the eigenbasis, whereas the usual density response admits only local potentials.

```lean
/-- The density response solves the linearised stationarity condition: its commutator with the
unperturbed Hamiltonian equals the commutator of the unperturbed density matrix with `V`. -/
theorem densityResponse_commutator [DecidableEq n] (f : ℝ → ℝ) (ε : n → ℝ)
    (V : Matrix n n ℂ) :
    diagonal (fun i => (ε i : ℂ)) * densityResponse f ε V
        - densityResponse f ε V * diagonal (fun i => (ε i : ℂ))
      = diagonal (fun i => (f (ε i) : ℂ)) * V - V * diagonal (fun i => (f (ε i) : ℂ)) := by
  ext i j
  simp only [Matrix.sub_apply, Matrix.diagonal_mul, Matrix.mul_diagonal, densityResponse,
    Matrix.of_apply]
  have key : (ε i - ε j) * responseCoeff f (ε i) (ε j) = f (ε i) - f (ε j) := by
    unfold responseCoeff
    split_ifs with h
    · simp [h]
    · have h' := sub_ne_zero.2 h
      field_simp
  have keyC : ((ε i : ℂ) - ε j) * (responseCoeff f (ε i) (ε j) : ℂ)
      = (f (ε i) : ℂ) - f (ε j) := by exact_mod_cast key
  linear_combination V i j * keyC
```

With \(H=\operatorname{diag}(\varepsilon_i)\) and \(\rho=\operatorname{diag}(f(\varepsilon_i))\), the first-order part of \([H+\lambda V,\rho+\lambda\,\delta\rho]=0\) is \([H,\delta\rho]=[\rho,V]\). Entry by entry, this reads
\[
(\varepsilon_i-\varepsilon_j)\,\delta\rho_{ij}=(f(\varepsilon_i)-f(\varepsilon_j))\,V_{ij}.
\]
The tactic `ext i j` passes to entries, and `key` proves the scalar identity, treating equal and distinct levels separately. For equal levels both sides vanish, so the equation leaves those entries free; the definition sets their coefficient to \(f'\).

```lean
/-- For a Hermitian perturbation the susceptibility form is the sum over pairs of levels of the
response coefficient times the squared modulus of the matrix element. -/
theorem chi0Form_eq_sum (f : ℝ → ℝ) (ε : n → ℝ) {V : Matrix n n ℂ} (hV : V.IsHermitian) :
    chi0Form f ε V = ∑ i, ∑ j, responseCoeff f (ε i) (ε j) * ‖V i j‖ ^ 2 := by
  simp only [chi0Form, Matrix.trace, Matrix.diag_apply, Matrix.mul_apply, densityResponse,
    Matrix.of_apply, Complex.re_sum]
  refine Finset.sum_congr rfl fun i _ => Finset.sum_congr rfl fun j _ => ?_
  have h : V j i = star (V i j) := (hV.apply j i).symm
  rw [h, mul_assoc, Complex.star_def, Complex.mul_conj, Complex.normSq_eq_norm_sq,
    ← Complex.ofReal_mul, Complex.ofReal_re]
```

The hypothesis `hV` says that \(V\) is Hermitian, so \(V_{ji}=\overline{V_{ij}}\) and
\[
\chi_0[V]=\operatorname{Re}\sum_{i,j}R(\varepsilon_i,\varepsilon_j)V_{ij}V_{ji}=\sum_{i,j}R(\varepsilon_i,\varepsilon_j)|V_{ij}|^2 .
\]
The signs of the coefficients now control the sign of the response.

```lean
/-- If the occupation has derivative `-d`, the response coefficient of two distinct levels is
`-d` evaluated at some energy strictly between them. -/
theorem responseCoeff_mean_value {f d : ℝ → ℝ} (hf : ∀ x, HasDerivAt f (-(d x)) x)
    {a b : ℝ} (hab : a ≠ b) :
    ∃ c, min a b < c ∧ c < max a b ∧ responseCoeff f a b = -(d c) := by
  have hc : Continuous f := continuous_iff_continuousAt.2 fun x => (hf x).continuousAt
  rw [responseCoeff, if_neg hab]
  rcases lt_or_gt_of_ne hab with h | h
  · obtain ⟨c, hm, he⟩ := exists_hasDerivAt_eq_slope f (fun x => -(d x)) h
      hc.continuousOn (fun x _ => hf x)
    refine ⟨c, (min_eq_left h.le).trans_lt hm.1, hm.2.trans_eq (max_eq_right h.le).symm, ?_⟩
    rw [← neg_sub (f b) (f a), ← neg_sub b a, neg_div_neg_eq]
    exact he.symm
  · obtain ⟨c, hm, he⟩ := exists_hasDerivAt_eq_slope f (fun x => -(d x)) h
      hc.continuousOn (fun x _ => hf x)
    exact ⟨c, (min_eq_right h.le).trans_lt hm.1, hm.2.trans_eq (max_eq_left h.le).symm,
      he.symm⟩
```

The hypothesis `hf` says that \(f'(x)=-d(x)\) at every \(x\), for a general kernel \(d\). For \(a\ne b\), the mean value theorem gives a point \(c\) strictly between \(a\) and \(b\) with \(R(a,b)=-d(c)\). Mathlib's version expects the smaller endpoint first, so the proof treats \(a<b\) and \(a>b\) in turn.

```lean
/-- For a nonnegative broadening `d` and an occupation with derivative `-d`, the susceptibility
form is at most zero on every Hermitian perturbation. -/
theorem chi0Form_nonpos_of_nonneg {f d : ℝ → ℝ} (hf : ∀ x, HasDerivAt f (-(d x)) x)
    (hd : ∀ x, 0 ≤ d x) (ε : n → ℝ) {V : Matrix n n ℂ} (hV : V.IsHermitian) :
    chi0Form f ε V ≤ 0 := by
  rw [chi0Form_eq_sum f ε hV]
  refine Finset.sum_nonpos fun i _ => Finset.sum_nonpos fun j _ => ?_
  refine mul_nonpos_of_nonpos_of_nonneg ?_ (sq_nonneg _)
  by_cases h : ε i = ε j
  · rw [responseCoeff, if_pos h, (hf _).deriv]
    linarith [hd (ε i)]
  · obtain ⟨c, -, -, he⟩ := responseCoeff_mean_value hf h
    linarith [hd c]
```

If \(d\ge0\) everywhere, as for a Gaussian, then \(R=-d(c)\le0\) for distinct levels and \(R=-d(\varepsilon_i)\le0\) for equal ones. Every term of the sum is at most zero, hence \(\chi_0[V]\le0\).

```lean
/-- With first-order Methfessel-Paxton smearing, two distinct levels that both lie at or above
`√(3/2)` have a strictly positive response coefficient. -/
theorem mp_responseCoeff_pos {f : ℝ → ℝ} (hf : ∀ x, HasDerivAt f (-(mpDelta x)) x)
    {a b : ℝ} (ha : √(3 / 2) ≤ a) (hb : √(3 / 2) ≤ b) (hab : a ≠ b) :
    0 < responseCoeff f a b := by
  obtain ⟨c, hc, -, he⟩ := responseCoeff_mean_value hf hab
  -- the intermediate energy lies where the kernel is negative
  have h2 : 3 / 2 < c ^ 2 := Real.lt_sq_of_sqrt_lt ((le_min ha hb).trans_lt hc)
  have hneg : mpDelta c < 0 :=
    div_neg_of_neg_of_pos (mul_neg_of_neg_of_pos (by linarith) (Real.exp_pos _))
      (Real.sqrt_pos.2 Real.pi_pos)
  linarith
```

From here on, \(d\) is again the Methfessel-Paxton kernel. Let \(a\ne b\) both be at least \(\sqrt{3/2}\). The intermediate point satisfies \(c>\min(a,b)\ge\sqrt{3/2}\), so \(c^2>3/2\), \(d(c)<0\) and \(R(a,b)=-d(c)>0\). The steps `h2` and `hneg` record the two inequalities.

The same argument applies to two distinct levels at or below \(-\sqrt{3/2}\): then \(c<-\sqrt{3/2}\), and the coefficient is again positive. The Lean theorem states only the upper case.

```lean
/-- With first-order Methfessel-Paxton smearing, two distinct levels that both lie within
`√(3/2)` of the chemical potential have a strictly negative response coefficient. -/
theorem mp_responseCoeff_neg {f : ℝ → ℝ} (hf : ∀ x, HasDerivAt f (-(mpDelta x)) x)
    {a b : ℝ} (ha : |a| ≤ √(3 / 2)) (hb : |b| ≤ √(3 / 2)) (hab : a ≠ b) :
    responseCoeff f a b < 0 := by
  obtain ⟨c, hc1, hc2, he⟩ := responseCoeff_mean_value hf hab
  have hl : -√(3 / 2) < c := (le_min (abs_le.1 ha).1 (abs_le.1 hb).1).trans_lt hc1
  have hr : c < √(3 / 2) := hc2.trans_le (max_le (abs_le.1 ha).2 (abs_le.1 hb).2)
  have hs : √(3 / 2 : ℝ) ^ 2 = 3 / 2 := Real.sq_sqrt (by norm_num)
  have h2 : c ^ 2 < 3 / 2 := by nlinarith [mul_pos (sub_pos.2 hl) (sub_pos.2 hr)]
  have hpos : 0 < mpDelta c :=
    div_pos (mul_pos (by linarith) (Real.exp_pos _)) (Real.sqrt_pos.2 Real.pi_pos)
  linarith
```

If \(a\ne b\) both lie in \([-\sqrt{3/2},\sqrt{3/2}]\), then \(c\) lies strictly inside. From \((\sqrt{3/2}-c)(\sqrt{3/2}+c)>0\) follows \(c^2<3/2\), so \(d(c)>0\) and \(R(a,b)<0\). The tactic `nlinarith` uses this product.

```lean
/-- With first-order Methfessel-Paxton smearing, the susceptibility form is strictly positive on
a Hermitian perturbation that couples only levels at or above `√(3/2)` and has a nonzero matrix
element between two levels of different energy. -/
theorem mp_chi0Form_pos {f : ℝ → ℝ} (hf : ∀ x, HasDerivAt f (-(mpDelta x)) x)
    (ε : n → ℝ) {V : Matrix n n ℂ} (hV : V.IsHermitian)
    (hsupp : ∀ i j, V i j ≠ 0 → √(3 / 2) ≤ ε i ∧ √(3 / 2) ≤ ε j)
    {k l : n} (hkl : V k l ≠ 0) (hne : ε k ≠ ε l) :
    0 < chi0Form f ε V := by
  rw [chi0Form_eq_sum f ε hV]
  have hterm : ∀ i j, 0 ≤ responseCoeff f (ε i) (ε j) * ‖V i j‖ ^ 2 := by
    intro i j
    by_cases h0 : V i j = 0
    · simp [h0]
    obtain ⟨hi, hj⟩ := hsupp i j h0
    refine mul_nonneg ?_ (sq_nonneg _)
    by_cases h : ε i = ε j
    · -- equal levels: the coefficient is minus the kernel itself
      have hs : √(3 / 2 : ℝ) ^ 2 = 3 / 2 := Real.sq_sqrt (by norm_num)
      have h2 : √(3 / 2 : ℝ) ^ 2 ≤ ε i ^ 2 := pow_le_pow_left₀ (Real.sqrt_nonneg _) hi 2
      have hd : mpDelta (ε i) ≤ 0 :=
        div_nonpos_of_nonpos_of_nonneg
          (mul_nonpos_of_nonpos_of_nonneg (by linarith) (Real.exp_pos _).le)
          (Real.sqrt_nonneg _)
      rw [responseCoeff, if_pos h, (hf _).deriv]
      linarith
    · exact (mp_responseCoeff_pos hf hi hj h).le
  obtain ⟨hk, hl⟩ := hsupp k l hkl
  have hpos : 0 < responseCoeff f (ε k) (ε l) * ‖V k l‖ ^ 2 :=
    mul_pos (mp_responseCoeff_pos hf hk hl hne) (pow_pos (norm_pos_iff.2 hkl) 2)
  exact Finset.sum_pos' (fun i _ => Finset.sum_nonneg fun j _ => hterm i j)
    ⟨k, Finset.mem_univ k, Finset.sum_pos' (fun j _ => hterm k j) ⟨l, Finset.mem_univ l, hpos⟩⟩
```

The hypothesis `hsupp` says that \(V\) has nonzero elements only between levels at or above the threshold. Each term is then nonnegative: distinct levels use the previous positivity result, and equal levels give \(-d(\varepsilon_i)\ge0\). The element \(V_{kl}\ne0\) with \(\varepsilon_k\ne\varepsilon_l\) makes one term strictly positive, and so the sum. If all coupled levels sat exactly at \(\sqrt{3/2}\), the sum would be zero.

```lean
/-- With first-order Methfessel-Paxton smearing, every finite spectrum with two distinct levels
at or above `√(3/2)` admits a Hermitian perturbation of strictly positive susceptibility form. -/
theorem mp_chi0_loses_negativity {f : ℝ → ℝ} (hf : ∀ x, HasDerivAt f (-(mpDelta x)) x)
    (ε : n → ℝ) {k l : n} (hk : √(3 / 2) ≤ ε k) (hl : √(3 / 2) ≤ ε l) (hne : ε k ≠ ε l) :
    ∃ V : Matrix n n ℂ, V.IsHermitian ∧ 0 < chi0Form f ε V := by
  classical
  -- the perturbation that couples the two levels and nothing else
  let V : Matrix n n ℂ :=
    Matrix.of fun p q => if (p = k ∧ q = l) ∨ (p = l ∧ q = k) then 1 else 0
  have hV : V.IsHermitian := by
    refine Matrix.IsHermitian.ext fun i j => ?_
    have hiff : ((j = k ∧ i = l) ∨ (j = l ∧ i = k)) ↔ ((i = k ∧ j = l) ∨ (i = l ∧ j = k)) := by
      tauto
    simp only [V, Matrix.of_apply, hiff]
    split_ifs <;> simp
  refine ⟨V, hV, mp_chi0Form_pos hf ε hV ?_ (k := k) (l := l) (by simp [V]) hne⟩
  intro i j hij
  have h : (i = k ∧ j = l) ∨ (i = l ∧ j = k) := by
    by_contra hcon
    exact hij (by simp only [V, Matrix.of_apply, if_neg hcon])
  rcases h with ⟨rfl, rfl⟩ | ⟨rfl, rfl⟩
  · exact ⟨hk, hl⟩
  · exact ⟨hl, hk⟩
```

The explicit perturbation has \(V_{kl}=V_{lk}=1\) and all other elements zero. By hand,
\[
\chi_0[V]=2\,\frac{f(\varepsilon_k)-f(\varepsilon_l)}{\varepsilon_k-\varepsilon_l}>0 .
\]
The form is therefore not negative semidefinite on Hermitian matrices. This \(V\) need not be a local potential, so the theorem does not settle the sign of the response to local potentials alone.

```lean
/-- The occupation that equals one half at the chemical potential and falls by the integral of
the Methfessel-Paxton kernel has derivative minus that kernel at every energy. -/
theorem mp_occupation_witness (x : ℝ) :
    HasDerivAt (fun y : ℝ => 1 / 2 - ∫ t in (0 : ℝ)..y, mpDelta t) (-(mpDelta x)) x := by
  have hc : Continuous mpDelta := by
    unfold mpDelta
    fun_prop
  exact (hc.integral_hasStrictDerivAt 0 x).hasDerivAt.const_sub (1 / 2)

end

end MethfesselPaxtonResponse
```

An occupation satisfying the hypothesis exists:
\[
f(x)=\frac12-\int_0^x d(t)\,dt .
\]
Since \(d\) is continuous, the fundamental theorem of calculus gives \(f'=-d\). Adding a constant to \(f\) changes no response coefficient.

```lean
#print axioms MethfesselPaxtonResponse.densityResponse_commutator
#print axioms MethfesselPaxtonResponse.chi0Form_nonpos_of_nonneg
#print axioms MethfesselPaxtonResponse.mp_responseCoeff_neg
#print axioms MethfesselPaxtonResponse.mp_chi0_loses_negativity
```

```
'MethfesselPaxtonResponse.densityResponse_commutator' depends on axioms: [propext, Classical.choice, Quot.sound]
'MethfesselPaxtonResponse.chi0Form_nonpos_of_nonneg' depends on axioms: [propext, Classical.choice, Quot.sound]
'MethfesselPaxtonResponse.mp_responseCoeff_neg' depends on axioms: [propext, Classical.choice, Quot.sound]
'MethfesselPaxtonResponse.mp_chi0_loses_negativity' depends on axioms: [propext, Classical.choice, Quot.sound]
```
